# For 0 < J < U and nonnegative spin occupations, the FLL energy is at least −(U−J)/8

Let a correlated shell hold $a\ge 0$ spin-up and $b\ge 0$ spin-down electrons, where $a$ and $b$ are real numbers and $N=a+b$. Its interaction energy in the fully localised limit (FLL) is

$$E(a,b)=\frac U2\,N(N-1)-\frac J2\,\bigl[a(a-1)+b(b-1)\bigr].$$

If $0<J<U$, then $E(a,b)\ge -(U-J)/8$, and equality holds exactly at $(a,b)=(\tfrac12,0)$ and $(0,\tfrac12)$.

Here $U$ is the averaged on-site Coulomb repulsion and $J$ the averaged exchange parameter. At integer occupations this energy counts pairs: a pair of opposite spins costs $U$ and a pair of like spins costs $U-J$. The condition $0<J<U$ therefore says that exchange weakens the repulsion between like spins without cancelling it or turning it into attraction.

In DFT+U calculations with FLL double counting, $E$ is subtracted from the total energy. Taken alone, for a single shell with fixed $U$ and $J$, this term can raise the total energy by at most $(U-J)/8$.

## Completing the square in the total occupation

Since $a^2+b^2=N^2-2ab$, the exchange bracket is

$$a(a-1)+b(b-1)=a^2+b^2-N=N(N-1)-2ab.$$

Inserting this into $E$ gives

$$E=\frac{U-J}2\,N(N-1)+J\,ab.$$

With $N(N-1)=(N-\tfrac12)^2-\tfrac14$ this becomes

$$E=\frac{U-J}2\Bigl(N-\frac12\Bigr)^2+J\,ab-\frac{U-J}8.$$

For $0<J<U$ and $a,b\ge0$ the first two terms are nonnegative, which proves the bound. Equality requires both to vanish. The first then gives $N=\tfrac12$ and the second $ab=0$, so one spin channel is empty and the other holds half an electron. Conversely, both terms vanish at these two points.

The middle form of $E$ also locates the negative energies. If $N=0$ or $N\ge1$, then $N(N-1)\ge0$ and $E\ge0$, so a negative value needs $0<N<1$. Such a value is not the average interaction energy of any statistical mixture of integer occupations, since $E\ge0$ at each of them. In particular, a mixture of the empty shell and a one-electron shell contains no pair of electrons that could interact, and its interaction energy is zero.

As an illustration, take $U=5$ eV and $J=1$ eV, for which the bound is $-0.5$ eV.

- At $(\tfrac12,0)$ the Coulomb term is $\tfrac52\cdot\tfrac12\cdot(-\tfrac12)=-0.625$ eV and the exchange term is $-\tfrac12\cdot(-\tfrac14)=+0.125$ eV. The sum is $-0.5$ eV, so the bound is attained.
- At $(\tfrac14,\tfrac14)$ the Coulomb term is the same, but the exchange term is $-\tfrac12\cdot(-\tfrac38)=+0.1875$ eV. The sum is $-0.4375$ eV, higher by $J\,ab=0.0625$ eV.
- At $(1,0)$ both terms vanish.

## Energies as real functions of the occupations

The development uses Mathlib's real and complex numbers and its matrices.

```lean
import Mathlib

open Matrix ComplexConjugate

namespace FLLFractionalFilling

noncomputable section
```

The collinear energy is a function of four real numbers. The definition itself imposes no signs and no ordering of $U$ and $J$; each theorem states the conditions it needs. The occupations are totals per spin, so the orbital structure of the shell does not appear.

```lean
/-- The fully-localised-limit (FLL) interaction energy of a shell with spin-up occupation `a`
and spin-down occupation `b`, Hubbard parameter `U` and exchange parameter `J`. -/
def fllEnergy (U J a b : ℝ) : ℝ :=
  U / 2 * ((a + b) * (a + b - 1)) - J / 2 * (a * (a - 1) + b * (b - 1))
```

When the spin axis is not fixed, the two occupations are replaced by a Hermitian matrix

$$\rho=\begin{pmatrix}a&z\\ \bar z&b\end{pmatrix},$$

whose off-diagonal element $z$ is the coherence between spin up and spin down. In a shell with several orbitals, $\rho$ is the occupation matrix summed over the orbitals.

```lean
/-- The Hermitian spin occupation matrix with diagonal occupations `a`, `b` and
spin coherence `z`. -/
def spinMatrix (a b : ℝ) (z : ℂ) : Matrix (Fin 2) (Fin 2) ℂ :=
  !![(a : ℂ), z; conj z, (b : ℂ)]
```

The energy of such a matrix has $N=\operatorname{tr}\rho$ in the Coulomb term and $\operatorname{tr}\rho^2-\operatorname{tr}\rho$ in place of the exchange bracket. For $z=0$ it reduces to the collinear energy. The traces are complex numbers in Lean, and `.re` takes their real parts; for a Hermitian $\rho$ this discards nothing.

```lean
/-- The noncollinear FLL energy of a spin occupation matrix `ρ`, in which the exchange term
is `-(J/2) (tr ρ² - tr ρ)`. -/
def fllSpinEnergy (U J : ℝ) (ρ : Matrix (Fin 2) (Fin 2) ℂ) : ℝ :=
  U / 2 * (ρ.trace.re * (ρ.trace.re - 1)) - J / 2 * ((ρ * ρ).trace.re - ρ.trace.re)
```

## The bound and its two minimisers

The completed square is an identity between polynomials and holds for all real arguments. After the definition is unfolded, `ring` verifies it.

```lean
/-- The FLL energy is `(U - J)/2` times the squared deviation of the total occupation from one half,
plus an exchange term proportional to the product of the spin occupations, plus a constant. -/
theorem fllEnergy_eq_square (U J a b : ℝ) :
    fllEnergy U J a b =
      (U - J) / 2 * (a + b - 1 / 2) ^ 2 + J * (a * b) - (U - J) / 8 := by
  unfold fllEnergy
  ring
```

The main theorem is a conjunction: the inequality, and an equivalence that describes when it is an equality. The hypotheses `hJ` and `hUJ` are $0<J$ and $J<U$, while `ha` and `hb` make the occupations nonnegative.

In the proof, `h1` and `h2` are the signs of the two variable terms, and the inequality follows from them by linear arithmetic. If equality holds, the two nonnegative terms add up to zero, so each vanishes; these statements are `e1` and `e2`. Dividing by the positive prefactors leaves $N=\tfrac12$ and $ab=0$, and the case distinction on which factor of $ab$ is zero produces the two points. The last line substitutes each point into the energy.

```lean
/-- For `0 < J < U` and nonnegative spin occupations the FLL energy is at least `-(U - J)/8`,
with equality exactly when one spin channel holds half an electron and the other is empty. -/
theorem fllEnergy_lower_bound {U J a b : ℝ} (hJ : 0 < J) (hUJ : J < U)
    (ha : 0 ≤ a) (hb : 0 ≤ b) :
    -(U - J) / 8 ≤ fllEnergy U J a b ∧
      (fllEnergy U J a b = -(U - J) / 8 ↔
        (a = 1 / 2 ∧ b = 0) ∨ (a = 0 ∧ b = 1 / 2)) := by
  have hd : 0 < (U - J) / 2 := by linarith
  have h1 : 0 ≤ (U - J) / 2 * (a + b - 1 / 2) ^ 2 := by positivity
  have h2 : 0 ≤ J * (a * b) := by positivity
  rw [fllEnergy_eq_square]
  refine ⟨by linarith, ?_, ?_⟩
  · intro h
    -- two nonnegative terms add up to zero, so each vanishes
    have e1 : (U - J) / 2 * (a + b - 1 / 2) ^ 2 = 0 := by linarith
    have e2 : J * (a * b) = 0 := by linarith
    have hN : a + b - 1 / 2 = 0 :=
      pow_eq_zero_iff (two_ne_zero) |>.mp ((mul_eq_zero.mp e1).resolve_left hd.ne')
    rcases mul_eq_zero.mp ((mul_eq_zero.mp e2).resolve_left hJ.ne') with h0 | h0
    · exact Or.inr ⟨h0, by linarith⟩
    · exact Or.inl ⟨by linarith, h0⟩
  · rintro (⟨rfl, rfl⟩ | ⟨rfl, rfl⟩) <;> ring
```

## Negative energies lie strictly between zero and one electron

The next theorem allows the boundary cases $J=0$ and $J=U$. It gives a necessary condition only: inside the interval $0<N<1$ the term $J\,ab$ may still make the energy positive.

The proof first shows `hN`, which is $N(N-1)<0$. Otherwise $\tfrac{U-J}2N(N-1)$ and $J\,ab$ would both be nonnegative, and so would the energy. The two remaining parts exclude $N\le0$, which for nonnegative occupations means $N=0$, and $N\ge1$.

```lean
/-- For `0 ≤ J ≤ U`, a negative FLL energy occurs only when the shell holds more than zero
and less than one electron. -/
theorem occupation_of_fllEnergy_neg {U J a b : ℝ} (hJ : 0 ≤ J) (hUJ : J ≤ U)
    (ha : 0 ≤ a) (hb : 0 ≤ b) (hE : fllEnergy U J a b < 0) :
    0 < a + b ∧ a + b < 1 := by
  have hd : 0 ≤ (U - J) / 2 := by linarith
  have h2 : 0 ≤ J * (a * b) := by positivity
  rw [fllEnergy_eq_square] at hE
  -- the part that depends only on the total occupation must be negative
  have hN : (a + b) * (a + b - 1) < 0 := by
    by_contra h
    have h3 := mul_nonneg hd (not_lt.mp h)
    linarith [show (U - J) / 2 * ((a + b) * (a + b - 1)) =
      (U - J) / 2 * (a + b - 1 / 2) ^ 2 - (U - J) / 8 by ring]
  constructor
  · by_contra h
    have h0 : a + b = 0 := by linarith
    rw [h0] at hN
    norm_num at hN
  · by_contra h
    have h3 : 0 ≤ (a + b) * (a + b - 1) :=
      mul_nonneg (by linarith) (by linarith)
    linarith
```

At integer occupations the energy is therefore never negative. The natural numbers `m` and `n` are the two spin occupations, read as real numbers in the energy. If the energy were negative, $m+n$ would be an integer strictly between zero and one, a contradiction that `omega` recognises.

```lean
/-- For `0 ≤ J ≤ U`, the FLL energy is nonnegative at all integer spin occupations. -/
theorem fllEnergy_nonneg_of_integer {U J : ℝ} (hJ : 0 ≤ J) (hUJ : J ≤ U) (m n : ℕ) :
    0 ≤ fllEnergy U J m n := by
  by_contra h
  obtain ⟨h0, h1⟩ := occupation_of_fllEnergy_neg hJ hUJ
    (Nat.cast_nonneg m) (Nat.cast_nonneg n) (not_le.mp h)
  -- no integer lies strictly between zero and one
  have h0' : 0 < m + n := by exact_mod_cast h0
  have h1' : m + n < 1 := by exact_mod_cast h1
  omega
```

## What happens when exchange exceeds repulsion

For $J\ge0$, a lower bound valid for all nonnegative occupations exists exactly when $J\le U$. If $J\le U$, the completed square supplies the bound $-(U-J)/8$. If $J>U$, consider the fully polarised shell with $1+t$ electrons, $t\ge0$:

$$E(1+t,0)=-\frac{J-U}2\,(t+t^2).$$

Given a proposed bound $C$, choose $t$ such that $(J-U)\,t=2(|C|+1)$. The energy is then at most $-(|C|+1)$, which is less than $C$. The Lean proof makes the same choice of $t$; `h2` is the displayed formula and `h3` the sign of its quadratic part.

```lean
/-- For `J ≥ 0`, the FLL energy is bounded below over all nonnegative spin occupations
if and only if `J ≤ U`. -/
theorem fllEnergy_bounded_below_iff {U J : ℝ} (hJ : 0 ≤ J) :
    (∃ C : ℝ, ∀ a b : ℝ, 0 ≤ a → 0 ≤ b → C ≤ fllEnergy U J a b) ↔ J ≤ U := by
  constructor
  · rintro ⟨C, hC⟩
    by_contra h
    have hd : 0 < J - U := by linarith [not_le.mp h]
    -- a large polarised occupation `1 + t` goes below any proposed bound
    obtain ⟨t, ht⟩ : ∃ t : ℝ, t = 2 * (|C| + 1) / (J - U) := ⟨_, rfl⟩
    have ht0 : 0 ≤ t := by rw [ht]; positivity
    have hdt : (J - U) * t = 2 * (|C| + 1) := by
      rw [ht]
      exact mul_div_cancel₀ _ hd.ne'
    have h1 := hC (1 + t) 0 (by linarith) le_rfl
    have h2 : fllEnergy U J (1 + t) 0 =
        -((J - U) * t) / 2 - (J - U) * t ^ 2 / 2 := by
      unfold fllEnergy
      ring
    have h3 : 0 ≤ (J - U) * t ^ 2 := by positivity
    rw [h2, hdt] at h1
    linarith [neg_abs_le C]
  · intro hUJ
    refine ⟨-(U - J) / 8, fun a b ha hb => ?_⟩
    have hd : 0 ≤ (U - J) / 2 := by linarith
    have h1 : 0 ≤ (U - J) / 2 * (a + b - 1 / 2) ^ 2 := by positivity
    have h2 : 0 ≤ J * (a * b) := by positivity
    rw [fllEnergy_eq_square]
    linarith
```

This equivalence depends on leaving the occupations without an upper limit. A shell with $M\ge1$ orbitals could instead be modelled by requiring $0\le a,b\le M$. The main bound and its minimisers would stay the same, because both points lie in the smaller region. The criterion $J\le U$ would disappear, however: a continuous function on a closed, bounded region has a minimum for every $U$ and $J$.

## Without exchange, the spin polarisation is undetermined

At $J=0$ the completed square reads $E=\tfrac U2(N-\tfrac12)^2-\tfrac U8$. For $U>0$ the lowest value $-U/8$ is reached whenever $N=\tfrac12$, however the half electron is divided between the spins. For nonnegative occupations these points form the segment joining $(\tfrac12,0)$ and $(0,\tfrac12)$. The exchange term $J\,ab$ is what singles out its two ends.

The theorem describes where the value $-U/8$ is taken. It needs no sign condition on $a$ and $b$, since the product $ab$ has dropped out.

```lean
/-- For `U > 0` and `J = 0`, the FLL energy equals `-U/8` exactly when the total occupation is one
half, however it is shared between the spins. -/
theorem fllEnergy_no_exchange {U : ℝ} (hU : 0 < U) (a b : ℝ) :
    fllEnergy U 0 a b = -U / 8 ↔ a + b = 1 / 2 := by
  rw [fllEnergy_eq_square]
  constructor
  · intro h
    have e1 : U / 2 * (a + b - 1 / 2) ^ 2 = 0 := by linarith
    have hU2 : U / 2 ≠ 0 := by positivity
    have hN : a + b - 1 / 2 = 0 :=
      pow_eq_zero_iff (two_ne_zero) |>.mp ((mul_eq_zero.mp e1).resolve_left hU2)
    linarith
  · intro h
    rw [h]
    ring
```

## Half an electron polarised along any direction

For the matrix $\rho$ one has $\operatorname{tr}\rho^2=a^2+b^2+2|z|^2$, and hence

$$\operatorname{tr}\rho^2-\operatorname{tr}\rho=N(N-1)-2\,(ab-|z|^2).$$

The calculation then runs as before, with $ab$ replaced by $\det\rho=ab-|z|^2$. In Lean, `Complex.normSq z` is $|z|^2$; `simp` evaluates the traces of the $2\times2$ matrices and `ring` compares the resulting polynomials.

```lean
/-- The noncollinear FLL energy has the form of the collinear one, with the product of the
spin occupations replaced by the determinant `a b - |z|²` of the occupation matrix. -/
theorem fllSpinEnergy_eq_square (U J a b : ℝ) (z : ℂ) :
    fllSpinEnergy U J (spinMatrix a b z) =
      (U - J) / 2 * (a + b - 1 / 2) ^ 2 + J * (a * b - Complex.normSq z) - (U - J) / 8 := by
  simp [fllSpinEnergy, spinMatrix, Matrix.trace_fin_two, Complex.normSq_apply]
  ring
```

The lower bound carries over if $\det\rho\ge0$, which is the hypothesis `hz`. An occupation matrix of electrons satisfies it, because its eigenvalues are nonnegative. The theorem asks for less than that: it does not require $a$ and $b$ themselves to be nonnegative.

The proof repeats the collinear argument with the determinant in place of the product. It is shorter at the end, since the condition $\det\rho=0$ is kept as it stands and no case distinction follows.

```lean
/-- For `0 < J < U` and a spin occupation matrix of nonnegative determinant, the noncollinear
FLL energy is at least `-(U - J)/8`, with equality exactly when the total occupation is one
half and the determinant vanishes. -/
theorem fllSpinEnergy_lower_bound {U J a b : ℝ} {z : ℂ} (hJ : 0 < J) (hUJ : J < U)
    (hz : Complex.normSq z ≤ a * b) :
    -(U - J) / 8 ≤ fllSpinEnergy U J (spinMatrix a b z) ∧
      (fllSpinEnergy U J (spinMatrix a b z) = -(U - J) / 8 ↔
        a + b = 1 / 2 ∧ Complex.normSq z = a * b) := by
  have hd : 0 < (U - J) / 2 := by linarith
  have h1 : 0 ≤ (U - J) / 2 * (a + b - 1 / 2) ^ 2 := by positivity
  have h2 : 0 ≤ J * (a * b - Complex.normSq z) := mul_nonneg hJ.le (by linarith)
  rw [fllSpinEnergy_eq_square]
  refine ⟨by linarith, ?_, ?_⟩
  · intro h
    have e1 : (U - J) / 2 * (a + b - 1 / 2) ^ 2 = 0 := by linarith
    have e2 : J * (a * b - Complex.normSq z) = 0 := by linarith
    have hN : a + b - 1 / 2 = 0 :=
      pow_eq_zero_iff (two_ne_zero) |>.mp ((mul_eq_zero.mp e1).resolve_left hd.ne')
    have hD := (mul_eq_zero.mp e2).resolve_left hJ.ne'
    exact ⟨by linarith, by linarith⟩
  · rintro ⟨hN, hD⟩
    rw [hN, hD]
    ring

end

end FLLFractionalFilling
```

Equality now means $\operatorname{tr}\rho=\tfrac12$ and $\det\rho=0$, so the eigenvalues of $\rho$ are $\tfrac12$ and $0$: half an electron, fully polarised along some axis. The two collinear minimisers are the cases in which this axis is the chosen quantisation axis. With $a=b=z=\tfrac14$ the spin points along $x$, and for the values $U=5$ eV and $J=1$ eV used above the energy is again $-0.5$ eV, whereas the same diagonal occupations with $z=0$ gave $-0.4375$ eV.

```lean
#print axioms FLLFractionalFilling.fllEnergy_nonneg_of_integer
#print axioms FLLFractionalFilling.fllEnergy_bounded_below_iff
#print axioms FLLFractionalFilling.fllEnergy_no_exchange
#print axioms FLLFractionalFilling.fllSpinEnergy_lower_bound
```

```
'FLLFractionalFilling.fllEnergy_nonneg_of_integer' depends on axioms: [propext, Classical.choice, Quot.sound]
'FLLFractionalFilling.fllEnergy_bounded_below_iff' depends on axioms: [propext, Classical.choice, Quot.sound]
'FLLFractionalFilling.fllEnergy_no_exchange' depends on axioms: [propext, Classical.choice, Quot.sound]
'FLLFractionalFilling.fllSpinEnergy_lower_bound' depends on axioms: [propext, Classical.choice, Quot.sound]
```
